# For even order p ≥ 2, the triple-jump conditions have one real solution, and its middle step runs backward

If a time step $t$ is divided into three equal substeps of a method whose error per step begins with a nonzero term in $t^{p+1}$, that term shrinks by a factor $3^p$ but survives, and the order of the method stays at $p$. When the exact evolution has a bounded, time-independent generator and $p\ge 2$ is even, exactly one real choice of substeps $at,\,bt,\,at$ with $2a+b=1$ removes the term, and its middle step goes backward by more than $t$.

```lean
import Mathlib

open Filter Topology

namespace TripleJump

noncomputable section

/-- The real number `2^(1/(p+1))`. -/
def root (p : ℕ) : ℝ := (2 : ℝ) ^ (1 / ((p : ℝ) + 1))

/-- The approximate propagator `S` deviates from `U` by `t^(p+1) R(t)`, where `R(t)` tends
to `C` as the time step `t` tends to zero. -/
def HasLeadingError {𝔸 : Type*} [Ring 𝔸] [TopologicalSpace 𝔸] [Algebra ℝ 𝔸]
    (U S : ℝ → 𝔸) (p : ℕ) (C : 𝔸) : Prop :=
  ∃ R : ℝ → 𝔸, (∀ t, S t = U t + t ^ (p + 1) • R t) ∧ Tendsto R (𝓝 0) (𝓝 C)

/-- The triple jump: a step `a t`, a step `b t`, and again a step `a t` of the method `S`. -/
def tripleJump {𝔸 : Type*} [Ring 𝔸] (S : ℝ → 𝔸) (a b t : ℝ) : 𝔸 :=
  S (a * t) * S (b * t) * S (a * t)

/-- The number `2^(1/(p+1))` has `(p+1)`-th power `2`. -/
theorem root_pow (p : ℕ) : root p ^ (p + 1) = 2 := by
  have h : (p : ℝ) + 1 ≠ 0 := by positivity
  rw [root, ← Real.rpow_natCast, ← Real.rpow_mul (by norm_num)]
  push_cast
  rw [one_div_mul_cancel h, Real.rpow_one]

/-- For `p ≥ 2` the number `2^(1/(p+1))` lies strictly between `1` and `2`. -/
theorem root_bounds {p : ℕ} (h2 : 2 ≤ p) : 1 < root p ∧ root p < 2 := by
  have h1 : 1 < root p := Real.one_lt_rpow (by norm_num) (by positivity)
  have hp : 1 < root p ^ p := one_lt_pow₀ h1 (by omega)
  have h := root_pow p
  rw [pow_succ] at h
  exact ⟨h1, by nlinarith⟩

/-- For even `p ≥ 2` the triple-jump conditions have exactly one real solution,
`a = 1/(2 - 2^(1/(p+1)))` and `b = -2^(1/(p+1))/(2 - 2^(1/(p+1)))`. -/
theorem conditions_iff {p : ℕ} (hp : Even p) (h2 : 2 ≤ p) (a b : ℝ) :
    (2 * a + b = 1 ∧ 2 * a ^ (p + 1) + b ^ (p + 1) = 0) ↔
      (a = 1 / (2 - root p) ∧ b = -root p / (2 - root p)) := by
  have hodd : Odd (p + 1) := hp.add_one
  have hne : 2 - root p ≠ 0 := by linarith [(root_bounds h2).2]
  constructor
  · rintro ⟨h1, h3⟩
    -- odd powers are injective on the reals, which fixes the ratio of the steps
    have hinj : StrictMono (fun x : ℝ => x ^ (p + 1)) := hodd.strictMono_pow
    have hb : b = -(root p * a) := by
      apply hinj.injective
      show b ^ (p + 1) = (-(root p * a)) ^ (p + 1)
      rw [hodd.neg_pow, mul_pow, root_pow]
      linarith
    have ha : a * (2 - root p) = 1 := by linear_combination h1 - hb
    refine ⟨(eq_div_iff hne).mpr ha, (eq_div_iff hne).mpr ?_⟩
    linear_combination (2 - root p) * hb - root p * ha
  · rintro ⟨ha', hb'⟩
    have ha : a * (2 - root p) = 1 := by
      rw [ha']
      exact one_div_mul_cancel hne
    have hb : b = -(root p * a) := by
      rw [hb', ha']
      ring
    refine ⟨by linear_combination ha + hb, ?_⟩
    rw [hb, hodd.neg_pow, mul_pow, root_pow]
    ring

/-- For even `p ≥ 2`, the triple-jump conditions force outer steps longer than the full step
and a middle step that runs backward by more than the full step. -/
theorem backward_step {p : ℕ} (hp : Even p) (h2 : 2 ≤ p) {a b : ℝ}
    (h1 : 2 * a + b = 1) (h3 : 2 * a ^ (p + 1) + b ^ (p + 1) = 0) :
    1 < a ∧ b < -1 := by
  obtain ⟨ha, hb⟩ := (conditions_iff hp h2 a b).mp ⟨h1, h3⟩
  obtain ⟨hr1, hr2⟩ := root_bounds h2
  have hpos : 0 < 2 - root p := by linarith
  rw [ha, hb, lt_div_iff₀ hpos, div_lt_iff₀ hpos]
  constructor <;> linarith

/-- For odd `p` the triple-jump conditions have no real solution. -/
theorem no_solution_of_odd {p : ℕ} (hp : Odd p) (a b : ℝ) :
    ¬ (2 * a + b = 1 ∧ 2 * a ^ (p + 1) + b ^ (p + 1) = 0) := by
  rintro ⟨h1, h3⟩
  have he : Even (p + 1) := hp.add_one
  have ha := he.pow_nonneg a
  have hb := he.pow_nonneg b
  have ha0 : a = 0 := (pow_eq_zero_iff (n := p + 1) (by omega)).mp (by linarith)
  have hb0 : b = 0 := (pow_eq_zero_iff (n := p + 1) (by omega)).mp (by linarith)
  rw [ha0, hb0] at h1
  norm_num at h1

section Propagators

variable {𝔸 : Type*} [Ring 𝔸] [TopologicalSpace 𝔸] [IsTopologicalRing 𝔸]
  [Algebra ℝ 𝔸] [ContinuousSMul ℝ 𝔸]

/-- Let `U` obey the group law and tend to `1` at short times, and let `S` have leading error
`C`. If `2a + b = 1`, the triple jump has leading error `(2a^(p+1) + b^(p+1)) C`. -/
theorem tripleJump_error {U S : ℝ → 𝔸} {p : ℕ} {C : 𝔸}
    (hadd : ∀ s t, U (s + t) = U s * U t) (hU : Tendsto U (𝓝 0) (𝓝 1))
    (h : HasLeadingError U S p C) {a b : ℝ} (hab : 2 * a + b = 1) :
    HasLeadingError U (tripleJump S a b) p ((2 * a ^ (p + 1) + b ^ (p + 1)) • C) := by
  obtain ⟨R, hS, hR⟩ := h
  have hlin (c : ℝ) : Tendsto (fun t : ℝ => c * t) (𝓝 0) (𝓝 0) := by
    have hc : Continuous fun t : ℝ => c * t := by fun_prop
    simpa using hc.tendsto 0
  have hS1 : Tendsto S (𝓝 0) (𝓝 1) := by
    have hpow : Tendsto (fun t : ℝ => t ^ (p + 1)) (𝓝 0) (𝓝 0) := by
      simpa using (continuous_pow (p + 1)).tendsto (0 : ℝ)
    have h := hU.add (hpow.smul hR)
    rw [zero_smul, add_zero] at h
    exact h.congr (fun t => (hS t).symm)
  refine ⟨fun t => a ^ (p + 1) • (R (a * t) * S (b * t) * S (a * t))
    + b ^ (p + 1) • (U (a * t) * R (b * t) * S (a * t))
    + a ^ (p + 1) • (U (a * t) * U (b * t) * R (a * t)), fun t => ?_, ?_⟩
  · have hUt : U t = U (a * t) * U (b * t) * U (a * t) := by
      rw [← hadd, ← hadd]
      congr 1
      linear_combination (-t) * hab
    have hd (c : ℝ) : S (c * t) - U (c * t) = (c * t) ^ (p + 1) • R (c * t) := by
      rw [hS (c * t), add_sub_cancel_left]
    -- replace the exact factors by approximate ones, one at a time
    calc tripleJump S a b t = U (a * t) * U (b * t) * U (a * t)
          + ((S (a * t) - U (a * t)) * S (b * t) * S (a * t)
          + U (a * t) * (S (b * t) - U (b * t)) * S (a * t)
          + U (a * t) * U (b * t) * (S (a * t) - U (a * t))) := by
            unfold tripleJump
            noncomm_ring
      _ = _ := by
            rw [hd a, hd b, hUt]
            simp only [mul_pow, smul_mul_assoc, mul_smul_comm]
            module
  · have h1 := ((hR.comp (hlin a)).mul (hS1.comp (hlin b))).mul (hS1.comp (hlin a))
    have h2 := ((hU.comp (hlin a)).mul (hR.comp (hlin b))).mul (hS1.comp (hlin a))
    have h3 := ((hU.comp (hlin a)).mul (hU.comp (hlin b))).mul (hR.comp (hlin a))
    have hl : (2 * a ^ (p + 1) + b ^ (p + 1)) • C = a ^ (p + 1) • (C * 1 * 1)
        + b ^ (p + 1) • (1 * C * 1) + a ^ (p + 1) • (1 * 1 * C) := by
      simp only [mul_one, one_mul]
      module
    rw [hl]
    exact ((h1.const_smul (a ^ (p + 1))).add (h2.const_smul (b ^ (p + 1)))).add
      (h3.const_smul (a ^ (p + 1)))

omit [IsTopologicalRing 𝔸] [ContinuousSMul ℝ 𝔸] in
/-- In a Hausdorff algebra the leading error at a given order is unique. -/
theorem leadingError_unique [T2Space 𝔸] {U S : ℝ → 𝔸} {p : ℕ} {C D : 𝔸}
    (hC : HasLeadingError U S p C) (hD : HasLeadingError U S p D) : C = D := by
  obtain ⟨R, e1, h1⟩ := hC
  obtain ⟨Q, e2, h2⟩ := hD
  have heq : Q =ᶠ[𝓝[≠] (0 : ℝ)] R := by
    filter_upwards [self_mem_nhdsWithin] with t ht
    have ht0 : t ^ (p + 1) ≠ 0 := pow_ne_zero _ ht
    have e : t ^ (p + 1) • Q t = t ^ (p + 1) • R t :=
      add_left_cancel ((e2 t).symm.trans (e1 t))
    rw [← inv_smul_smul₀ ht0 (Q t), e, inv_smul_smul₀ ht0]
  exact tendsto_nhds_unique (h1.mono_left nhdsWithin_le_nhds)
    ((h2.mono_left nhdsWithin_le_nhds).congr' heq)

/-- In a Hausdorff algebra, let `U` obey the group law and tend to `1` at short times, let `S` have
nonzero leading error at even order `p ≥ 2`, and let `2a + b = 1`. The triple jump cancels this
error exactly when `a = 1/(2 - 2^(1/(p+1)))`. -/
theorem cancels_iff [T2Space 𝔸] {U S : ℝ → 𝔸} {p : ℕ} {C : 𝔸}
    (hp : Even p) (h2 : 2 ≤ p)
    (hadd : ∀ s t, U (s + t) = U s * U t) (hU : Tendsto U (𝓝 0) (𝓝 1))
    (h : HasLeadingError U S p C) (hC : C ≠ 0) {a b : ℝ} (hab : 2 * a + b = 1) :
    HasLeadingError U (tripleJump S a b) p 0 ↔ a = 1 / (2 - root p) := by
  have herr := tripleJump_error hadd hU h hab
  constructor
  · intro h0
    have hk := leadingError_unique herr h0
    have hz : 2 * a ^ (p + 1) + b ^ (p + 1) = 0 := by
      by_contra hne
      apply hC
      rw [← inv_smul_smul₀ hne C, hk, smul_zero]
    exact ((conditions_iff hp h2 a b).mp ⟨hab, hz⟩).1
  · intro ha
    have hne : 2 - root p ≠ 0 := by linarith [(root_bounds h2).2]
    have hb : b = -root p / (2 - root p) := by
      rw [eq_div_iff hne]
      have ha' : a * (2 - root p) = 1 := (eq_div_iff hne).mp ha
      linear_combination (2 - root p) * hab - 2 * ha'
    have hz := ((conditions_iff hp h2 a b).mpr ⟨ha, hb⟩).2
    rwa [hz, zero_smul] at herr

end Propagators

/-- The first part `A` of a four-level generator. -/
def genA : Matrix (Fin 4) (Fin 4) ℝ := !![0, 1, 0, 0; 0, 0, 0, 0; 0, 0, 0, 1; 0, 0, 0, 0]

/-- The second part `B` of the four-level generator. -/
def genB : Matrix (Fin 4) (Fin 4) ℝ := !![0, 0, 0, 0; 0, 0, 1, 0; 0, 0, 0, 0; 0, 0, 0, 0]

/-- The exponential series of `t (A + B)` up to third order. -/
def flow (t : ℝ) : Matrix (Fin 4) (Fin 4) ℝ :=
  1 + t • (genA + genB) + (t ^ 2 / 2) • (genA + genB) ^ 2 + (t ^ 3 / 6) • (genA + genB) ^ 3

/-- The Strang product for `A` and `B`, each exponential being written to first order. -/
def strang (t : ℝ) : Matrix (Fin 4) (Fin 4) ℝ :=
  (1 + (t / 2) • genA) * (1 + t • genB) * (1 + (t / 2) • genA)

/-- The four-level generators satisfy `A² = B² = 0` and `(A + B)⁴ = 0`. Their `flow` obeys the
group law and tends to `1`, and `strang` has the nonzero leading error `ABA/12` at order 2. -/
theorem strang_witness :
    (genA ^ 2 = 0 ∧ genB ^ 2 = 0 ∧ (genA + genB) ^ 4 = 0) ∧
    (∀ s t, flow (s + t) = flow s * flow t) ∧ Tendsto flow (𝓝 0) (𝓝 1) ∧
    HasLeadingError flow strang 2 ((1 / 12 : ℝ) • (genA * genB * genA)) ∧
    (1 / 12 : ℝ) • (genA * genB * genA) ≠ 0 := by
  have hflow (t : ℝ) : flow t = !![1, t, t ^ 2 / 2, t ^ 3 / 6; 0, 1, t, t ^ 2 / 2;
      0, 0, 1, t; 0, 0, 0, 1] := by
    ext i j
    fin_cases i <;> fin_cases j <;>
      simp [flow, genA, genB, pow_succ]
  have hone : (1 : Matrix (Fin 4) (Fin 4) ℝ) =
      !![1, 0, 0, 0; 0, 1, 0, 0; 0, 0, 1, 0; 0, 0, 0, 1] := by
    ext i j
    fin_cases i <;> fin_cases j <;> simp
  refine ⟨⟨?_, ?_, ?_⟩, fun s t => ?_, ?_, ⟨fun _ => _, fun t => ?_, tendsto_const_nhds⟩, ?_⟩
  · ext i j
    fin_cases i <;> fin_cases j <;> simp [genA, pow_succ, Matrix.mul_apply, Fin.sum_univ_succ]
  · ext i j
    fin_cases i <;> fin_cases j <;> simp [genB, pow_succ, Matrix.mul_apply, Fin.sum_univ_succ]
  · ext i j
    fin_cases i <;> fin_cases j <;>
      simp [genA, genB, pow_succ, Matrix.mul_apply, Fin.sum_univ_succ]
  · rw [hflow, hflow, hflow]
    ext i j
    fin_cases i <;> fin_cases j <;> simp [Matrix.mul_apply, Fin.sum_univ_succ] <;> ring
  · have hc : Continuous flow := by
      unfold flow
      fun_prop
    have h0 : flow 0 = 1 := by simp [flow]
    simpa [h0] using hc.tendsto 0
  · rw [hflow, strang, hone]
    ext i j
    fin_cases i <;> fin_cases j <;>
      simp [genA, genB, Matrix.mul_apply, Fin.sum_univ_succ] <;> ring
  · intro h
    have h03 := congrFun (congrFun h 0) 3
    simp [genA, genB] at h03

end

end TripleJump
```

```lean
#print axioms TripleJump.backward_step
-- 'TripleJump.backward_step' depends on axioms: [propext, Classical.choice, Quot.sound]
#print axioms TripleJump.no_solution_of_odd
-- 'TripleJump.no_solution_of_odd' depends on axioms: [propext, Classical.choice, Quot.sound]
#print axioms TripleJump.cancels_iff
-- 'TripleJump.cancels_iff' depends on axioms: [propext, Classical.choice, Quot.sound]
```

## Step lengths, propagators and leading errors

The central algebraic statement is `conditions_iff`. Write $r=2^{1/(p+1)}$, which is `root p` in the file. For even $p\ge 2$ and real $a,b$,

$$2a+b=1,\qquad 2a^{p+1}+b^{p+1}=0$$

holds if and only if

$$a=\frac{1}{2-r},\qquad b=-\frac{r}{2-r}.$$

The theorem `backward_step` adds that $a>1$ and $b<-1$. For $p=2$ the values are $a\approx 1.351$ and $b\approx -1.702$: the method overshoots the target time, returns to before the start, and then moves forward again. For odd $p$, `no_solution_of_odd` says that no real pair satisfies both conditions.

The remaining theorems connect these equations to time evolution. The exact propagator `U` and the approximate propagator `S` are functions of a real time with values in `𝔸`, a real algebra with a topology in which the algebraic operations are continuous. Complex matrices form such an algebra, so $U(t)=e^{-iHt}$ with a finite Hermitian matrix $H$ and $\hbar=1$ is covered. The product need not commute.

`HasLeadingError U S p C` means that

$$S(t)=U(t)+t^{p+1}R(t),\qquad R(t)\to C\quad\text{as } t\to 0.$$

Here $C$ is the coefficient of the leading error in a single step. It may be zero, in which case the deviation is smaller than $t^{p+1}$ in the limit. `tripleJump S a b t` is the product $S(at)S(bt)S(at)$.

Two hypotheses describe the exact evolution. `hadd` is the group law $U(s+t)=U(s)U(t)$ for all real times, which stands for a time-independent generator and evolution that can be run backward. `hU` says that $U(t)\to 1$ at short times. With the operator-norm topology this means a bounded generator, such as a Hamiltonian in a finite basis; unbounded Hamiltonians and explicitly time-dependent ones are not covered.

Under these hypotheses, and when the topology of `𝔸` is Hausdorff, as it is for matrices, `cancels_iff` takes a nonzero $C$ at even order $p\ge2$ and step fractions with $2a+b=1$. It states that the triple jump has leading error zero at order $p$ exactly when $a=1/(2-r)$. In real-time quantum simulation with a bounded, time-independent Hamiltonian, this fixes the substeps of a symmetric three-step composition with real coefficients that is to cancel the leading error of an even-order method.

Cancelling the $t^{p+1}$ term is less than the gain of two orders for which the triple jump is known. The usual proof of that gain also assumes time symmetry and smoothness of $S$, neither of which is assumed here.

## The ratio of the steps comes from an odd power

Since $p+1$ is odd and $r^{p+1}=2$, the second condition can be written as

$$b^{p+1}=-2a^{p+1}=(-ra)^{p+1}.$$

An odd power is strictly increasing on the real line, so equal powers have equal bases and $b=-ra$. The first condition then becomes $(2-r)a=1$, which gives both step fractions. Conversely, these values satisfy $2a+b=(2-r)a=1$ and $2a^{p+1}+b^{p+1}=2a^{p+1}-2a^{p+1}=0$.

The division is legitimate because $1<r<2$. The lower bound holds because $r$ is a positive power of $2$. It implies $r^p>1$, and hence $2=r^p r>r$. Now $0<2-r<1$ gives $a>1$, while $r>2-r$ gives $b<-1$.

In Lean, `root_pow` proves $r^{p+1}=2$ and `root_bounds` proves the two inequalities. Inside `conditions_iff`, `hodd.strictMono_pow` supplies the monotonicity, and its injectivity yields `hb`, the relation $b=-ra$. The `linear_combination` steps carry out the substitutions. `backward_step` clears the positive denominator and leaves linear inequalities.

For odd $p$ the exponent $p+1$ is even, so both terms in $2a^{p+1}+b^{p+1}=0$ are nonnegative. Each must vanish, so $a=b=0$, which contradicts $2a+b=1$. The proof of `no_solution_of_odd` follows these lines.

## Three local errors add up with their own weights

To find the error of the composition, replace the exact factors by approximate ones, one at a time:

$$\begin{aligned}
S(at)S(bt)S(at)={}&U(at)U(bt)U(at)\\
&+[S(at)-U(at)]\,S(bt)S(at)\\
&+U(at)\,[S(bt)-U(bt)]\,S(at)\\
&+U(at)U(bt)\,[S(at)-U(at)].
\end{aligned}$$

When the right side is expanded, the intermediate products cancel in pairs. By the group law and $2a+b=1$, the first product is $U(t)$. Each bracket has the form

$$S(ct)-U(ct)=c^{p+1}t^{p+1}R(ct),$$

with $c=a$ or $c=b$. The triple jump is therefore $U(t)+t^{p+1}\tilde R(t)$ with

$$\begin{aligned}
\tilde R(t)={}&a^{p+1}R(at)S(bt)S(at)+b^{p+1}U(at)R(bt)S(at)\\
&+a^{p+1}U(at)U(bt)R(at).
\end{aligned}$$

As $t\to0$, every $U$ tends to $1$ and every $R$ to $C$. Every $S$ also tends to $1$, because $t^{p+1}R(t)\to0$. Hence

$$\tilde R(t)\to(2a^{p+1}+b^{p+1})\,C.$$

This is `tripleJump_error`. Its `calc` block contains the telescoping identity, checked by `noncomm_ring` without exchanging factors; `module` collects the scalar coefficients. The last part of the proof combines the limits of the products and sums.

To turn this formula into an equivalence, the leading error must be unique. If $R$ and $Q$ both describe the deviation of $S$ from $U$, then $t^{p+1}R(t)=t^{p+1}Q(t)$, so they agree for every $t\ne0$. In a Hausdorff space, where limits are unique, their limits agree too. This is `leadingError_unique`, which uses neighbourhoods of zero with zero itself removed.

If the triple jump has leading error zero, uniqueness gives $(2a^{p+1}+b^{p+1})C=0$. Since $C\ne0$, the scalar vanishes, and `conditions_iff` fixes $a$. In the other direction, $a=1/(2-r)$ and $2a+b=1$ determine $b$, and the scalar vanishes again. These are the two halves of `cancels_iff`.

The short-time condition matters here. Without it, take real numbers for `𝔸`, with $U(t)=0$, $S(t)=t^3$, $p=2$ and $C=1$. The group law still holds, but the triple jump is $a^6b^3t^9$, whose leading error at order $2$ is zero for every choice of $a$ and $b$, including three equal substeps.

## A Strang splitting with an explicit cubic error

The matrices `genA` and `genB` give a concrete case at $p=2$. Let $E_{ij}$ be the $4\times4$ matrix with a single entry $1$ in row $i$ and column $j$, counted from zero as in Lean. Then

$$A=E_{01}+E_{23},\qquad B=E_{12}.$$

Because $A^2=B^2=0$ and $(A+B)^4=0$, all the exponential series terminate: `flow` is the full series for $e^{t(A+B)}$, and `strang` is $e^{tA/2}e^{tB}e^{tA/2}$. Multiplying out gives

$$\begin{aligned}
\texttt{strang}(t)&=1+t(A+B)+\tfrac{t^2}{2}(AB+BA)+\tfrac{t^3}{4}ABA,\\
\texttt{flow}(t)&=1+t(A+B)+\tfrac{t^2}{2}(AB+BA)+\tfrac{t^3}{6}ABA.
\end{aligned}$$

The second line uses $(A+B)^2=AB+BA$ and $(A+B)^3=ABA$, since $BAB=0$. The difference is exactly $t^3ABA/12$, and $ABA=E_{03}$ is nonzero.

`strang_witness` proves these facts together with the group law and the short-time limit of `flow`. It compares matrices entry by entry with `fin_cases`, and obtains the limit from continuity. The generators are nilpotent, so this evolution is not unitary; it serves as a small noncommuting example to which `cancels_iff` applies.
